# For independently filled spin-orbitals, the probability that a given set is entirely filled is the product of its occupation probabilities

Take a finite set of spin-orbitals, each filled independently of the others, orbital `i` with probability `p i`. The theorem says that the probability of finding every orbital of a chosen set `T` filled, whatever the others do, is the product of `p i` over `T`. In mathematical terms, the configuration weights are summed over all sets `S` of filled orbitals that contain `T`; the identity is stated for any real numbers `p i`, and the reading as probabilities needs them to lie between 0 and 1. The proof expands a product over all orbitals whose factor is `p i` for `i` in `T` and `p i + (1 - p i) = 1` otherwise, then matches the expansion with the average one configuration at a time, according to whether `T ⊆ S`.

This version doesn't compile in Lean 4 with Mathlib:

```lean
import Mathlib

open Finset

namespace JointOccupation

noncomputable section

variable {ι : Type*} [Fintype ι] [DecidableEq ι]

/-- The weight of the configuration in which exactly the spin-orbitals in `S` are filled,
when each orbital `i` is filled independently with probability `p i`. -/
def weight (p : ι → ℝ) (S : Finset ι) : ℝ :=
  (∏ i ∈ S, p i) * ∏ i ∈ Sᶜ, (1 - p i)

/-- The sum of `w S * f S` over all configurations `S`. It is the average of the observable `f` when
`w` is a probability distribution. -/
def average (w f : Finset ι → ℝ) : ℝ := ∑ S, w S * f S

/-- In the independent shell, the orbitals of any set `T` are all filled with probability
equal to the product of their occupation probabilities. -/
theorem joint_occupation (p : ι → ℝ) (T : Finset ι) :
    average (weight p) (fun S => if T ⊆ S then (1 : ℝ) else 0) = ∏ i ∈ T, p i := by
  -- expand the product in which orbitals of `T` are forbidden to be empty
  have h := Finset.prod_add p (fun i => if i ∈ T then (0 : ℝ) else 1 - p i) Finset.univ
  have hl : ∏ i, (p i + if i ∈ T then (0 : ℝ) else 1 - p i) = ∏ i ∈ T, p i := by
    rw [← Finset.prod_subset (Finset.subset_univ T)]
    · exact Finset.prod_congr rfl (fun i hi => by simp [hi])
    · intro i _ hi
      simp [hi]
  refine Eq.trans ?_ (h.symm.trans hl)
  rw [Finset.powerset_univ]
  unfold average weight
  refine Finset.sum_congr rfl fun S _ => ?_
  rw [← Finset.compl_eq_univ_sdiff]
  by_cases hT : T ⊆ S
  · have h1 : ∏ i ∈ Sᶜ, (if i ∈ T then (0 : ℝ) else 1 - p i) = ∏ i ∈ Sᶜ, (1 - p i) :=
      Finset.prod_congr rfl
        (fun i hi => if_neg (fun hiT => (Finset.mem_compl.mp hi) (hT hiT)))
    rw [h1, if_pos hT, mul_one]
  · obtain ⟨i, hiT, hiS⟩ := Finset.not_subset.mp hT
    have h0 : ∏ i ∈ Sᶜ, (if i ∈ T then (0 : ℝ) else 1 - p i) = 0 :=
      Finset.prod_eq_zero (Finset.mem_compl.mpr hiS) (if_pos hiT)
    rw [h0, if_neg hT, mul_zero, mul_zero]

end

end JointOccupation
```

The compiler's answer:

```
Main.lean:40:12: error: Tactic `rewrite` failed: Did not find an occurrence of the pattern
  if T ⊆ S then ?m.225 else ?m.226
in the target expression
  ((∏ i ∈ S, p i) * ∏ i ∈ Sᶜ, (1 - p i)) * (fun S => if T ⊆ S then 1 else 0) S = (∏ i ∈ S, p i) * ∏ i ∈ Sᶜ, (1 - p i)

case pos
ι : Type u_1
inst✝¹ : Fintype ι
inst✝ : DecidableEq ι
p : ι → ℝ
T : Finset ι
h :
  ∏ i, (p i + if i ∈ T then 0 else 1 - p i) =
    ∑ t ∈ univ.powerset, (∏ i ∈ t, p i) * ∏ i ∈ univ \ t, if i ∈ T then 0 else 1 - p i
hl : ∏ i, (p i + if i ∈ T then 0 else 1 - p i) = ∏ i ∈ T, p i
S : Finset ι
x✝ : S ∈ univ
hT : T ⊆ S
h1 : (∏ i ∈ Sᶜ, if i ∈ T then 0 else 1 - p i) = ∏ i ∈ Sᶜ, (1 - p i)
⊢ ((∏ i ∈ S, p i) * ∏ i ∈ Sᶜ, (1 - p i)) * (fun S => if T ⊆ S then 1 else 0) S = (∏ i ∈ S, p i) * ∏ i ∈ Sᶜ, (1 - p i)
Main.lean:44:12: error: Tactic `rewrite` failed: Did not find an occurrence of the pattern
  if T ⊆ S then ?m.299 else ?m.300
in the target expression
  ((∏ i ∈ S, p i) * ∏ i ∈ Sᶜ, (1 - p i)) * (fun S => if T ⊆ S then 1 else 0) S = (∏ i ∈ S, p i) * 0

case neg
ι : Type u_1
inst✝¹ : Fintype ι
inst✝ : DecidableEq ι
p : ι → ℝ
T : Finset ι
h :
  ∏ i, (p i + if i ∈ T then 0 else 1 - p i) =
    ∑ t ∈ univ.powerset, (∏ i ∈ t, p i) * ∏ i ∈ univ \ t, if i ∈ T then 0 else 1 - p i
hl : ∏ i, (p i + if i ∈ T then 0 else 1 - p i) = ∏ i ∈ T, p i
S : Finset ι
x✝ : S ∈ univ
hT : ¬T ⊆ S
i : ι
hiT : i ∈ T
hiS : i ∉ S
h0 : (∏ i ∈ Sᶜ, if i ∈ T then 0 else 1 - p i) = 0
⊢ ((∏ i ∈ S, p i) * ∏ i ∈ Sᶜ, (1 - p i)) * (fun S => if T ⊆ S then 1 else 0) S = (∏ i ∈ S, p i) * 0
```

Lean accepts the file once it reads:

```diff
@@ -34,4 +34,5 @@
   refine Finset.sum_congr rfl fun S _ => ?_
   rw [← Finset.compl_eq_univ_sdiff]
+  beta_reduce
   by_cases hT : T ⊆ S
   · have h1 : ∏ i ∈ Sᶜ, (if i ∈ T then (0 : ℝ) else 1 - p i) = ∏ i ∈ Sᶜ, (1 - p i) :=
```

Diagnosis. The two errors have the same cause, once in the case `T ⊆ S` and once in the case `¬T ⊆ S`. After `average` is unfolded, the observable stands in the goal as a function still waiting to be applied, `(fun S => if T ⊆ S then 1 else 0) S`. The rewrites with `if_pos hT` and `if_neg hT` look for an `if` whose condition is `T ⊆ S` for the particular configuration `S` at hand. The only `if` in the goal is inside the function, where `S` is the function's own bound variable, merely printed with the same name. So neither rewrite finds its pattern, although applying the function would produce it.

The added `beta_reduce` carries out that application, leaving `if T ⊆ S then 1 else 0` with the actual `S`. Since it comes before the case split, it mends both branches: `if_pos hT` now turns the expression into 1, and `if_neg hT` turns it into 0.
